# For natural occupations in [0, 2], the Takatsuka and Head-Gordon counts agree exactly when every occupation is 0, 1 or 2

## Two counts from one list of occupations

Let $n_i$ be the occupations of $M$ natural orbitals, labelled by $i$. They are the eigenvalues of the spin-summed one-particle density matrix. A spatial orbital holds at most one electron of each spin, so $0\le n_i\le 2$. The Head-Gordon count $U$ and the Takatsuka count $T$ of effectively unpaired electrons are

$$U=\sum_i \min(n_i,2-n_i),\qquad T=\sum_i n_i(2-n_i).$$

Write $m_i=\min(n_i,2-n_i)$, and let $d_i$ be the distance from $n_i$ to the nearest of 0, 1 and 2. For occupations in range, $T=U$ holds exactly when every $n_i$ is 0, 1 or 2, and otherwise the difference measures the departure from these values:

$$\tfrac12\sum_i d_i\;\le\; T-U\;\le\;\sum_i d_i .$$

Two orbitals with occupations $3/2$ and $1/2$ give $U=1$ and $T=3/2$; with occupations 1 and 1, both counts are 2. For any finite list of occupations from a correlated calculation, a gap between the counts therefore signals fractional occupation, though it does not say which count describes the bonding better.

## The gap, orbital by orbital

If $m_i=n_i$, then $n_i(2-n_i)=m_i(2-m_i)$ at once. If $m_i=2-n_i$, then $n_i=2-m_i$ and the same formula results. Subtracting $m_i$ and summing gives

$$T-U=\sum_i m_i(1-m_i).$$

The smaller of $n_i$ and $2-n_i$ is at most their mean, so $m_i\le1$; in range, also $m_i\ge0$. Every term is then nonnegative, and the sum vanishes only if each $m_i$ is 0 or 1. The value 0 means $n_i=0$ or $n_i=2$, and the value 1 means $n_i=1$. Conversely, these occupations make every term zero.

For the two-sided bound, note that in range $d_i=\min(m_i,1-m_i)$, so $m_i(1-m_i)=d_i(1-d_i)$. Since $0\le d_i\le 1/2$, the factor $1-d_i$ lies between $1/2$ and 1. Hence each term lies between $d_i/2$ and $d_i$, and summation gives the result.

Completing the square limits the gap from above:

$$\frac M4-(T-U)=\sum_i\left(m_i-\tfrac12\right)^2\ge0,$$

with equality exactly when every $n_i$ is $1/2$ or $3/2$. Finally, $2m_i-m_i(2-m_i)=m_i^2$, so $2U-T=\sum_i m_i^2$, and the Cauchy-Schwarz inequality gives

$$U^2=\Big(\sum_i 1\cdot m_i\Big)^2\le M\sum_i m_i^2=M(2U-T).$$

The same identities yield the familiar chain $U\le T\le 2U$ for occupations in range: the first inequality because the gap terms are nonnegative, the second because a sum of squares is. Equality $T=2U$ requires every $m_i=0$, that is, only empty and doubly occupied orbitals.

## Occupations and counts in Lean

The finite type `ι` labels the orbitals, and `Fintype.card ι` is $M$.

```lean
import Mathlib

open Finset

namespace UnpairedElectronCounts

noncomputable section

variable {ι : Type*} [Fintype ι]
```

An occupation list is a function `n : ι → ℝ`. The range condition is not built into it; theorems that need it carry the hypothesis `hn : ∀ i, 0 ≤ n i ∧ n i ≤ 2`. The first count is $U$.

```lean
/-- The Head-Gordon count of effectively unpaired electrons, `∑ min(n, 2 - n)`. -/
def headGordon (n : ι → ℝ) : ℝ := ∑ i, min (n i) (2 - n i)
```

The second is $T$.

```lean
/-- The Takatsuka count of effectively unpaired electrons, `∑ n (2 - n)`. -/
def takatsuka (n : ι → ℝ) : ℝ := ∑ i, n i * (2 - n i)
```

The next function gives $d_i$ when applied to `n i`. Only 0, 1 and 2 are candidates, which are the nearest integers for any occupation in range.

```lean
/-- The distance of an occupation from the nearest of the values 0, 1 and 2. -/
def integerDistance (x : ℝ) : ℝ := min |x| (min |x - 1| |x - 2|)
```

The occupations are otherwise free: their sum is not fixed to an electron number, and no wavefunction is constructed that produces them. One alternative is to start from a Hermitian density matrix $D$ in an orthonormal orbital basis. Then $T=\operatorname{tr}(2D-D^2)$ can be computed without diagonalising $D$, while $U$ as defined here is a sum over its eigenvalues. The spectral theorem would connect that starting point to the occupation lists used below.

## The gap identity

The reduction to $m_i$ is a case split on which argument attains the minimum. It holds for every real number.

```lean
/-- The Takatsuka term of one orbital depends on its occupation only through
`m = min(x, 2 - x)`, and equals `m (2 - m)`. -/
theorem orbital_term (x : ℝ) :
    x * (2 - x) = min x (2 - x) * (2 - min x (2 - x)) := by
  rcases min_choice x (2 - x) with h | h <;> rw [h]
  ring
```

Summing it gives the formula for $T-U$. The proof combines the two sums into one and compares terms, where `linear_combination` supplies the single-orbital identity.

```lean
/-- The two counts differ by `∑ m (1 - m)`, where `m = min(n, 2 - n)` for each orbital. -/
theorem takatsuka_sub_headGordon (n : ι → ℝ) :
    takatsuka n - headGordon n =
      ∑ i, min (n i) (2 - n i) * (1 - min (n i) (2 - n i)) := by
  unfold takatsuka headGordon
  rw [← Finset.sum_sub_distrib]
  refine Finset.sum_congr rfl fun i _ => ?_
  linear_combination orbital_term (n i)
```

## Bounds for a single orbital

The formal proof works with the explicit branches instead of $d_i(1-d_i)$. For $x\le1$ the gap is $x(1-x)$; for $x\ge1$ it is $(2-x)(x-1)$. The lower bound splits each branch again at its midpoint, $1/2$ or $3/2$. For $x\le1/2$, for instance, it follows from $x(1-x)-x/2=x(1/2-x)\ge0$ and the fact that the distance is at most $x$. For the upper bound, `le_min` asks that the gap be at most each of the three distances, and squares settle all three comparisons.

```lean
/-- For one orbital with occupation in `[0, 2]`, the difference of the Takatsuka and
Head-Gordon terms lies between half the distance to the nearest integer occupation and
that distance. -/
theorem orbital_gap_bounds {x : ℝ} (h0 : 0 ≤ x) (h2 : x ≤ 2) :
    integerDistance x / 2 ≤ x * (2 - x) - min x (2 - x) ∧
      x * (2 - x) - min x (2 - x) ≤ integerDistance x := by
  have a0 : |x| = x := abs_of_nonneg h0
  have a2 : |x - 2| = 2 - x := by
    rw [abs_of_nonpos (by linarith)]
    ring
  have d0 : integerDistance x ≤ |x| := min_le_left _ _
  have d1 : integerDistance x ≤ |x - 1| := (min_le_right _ _).trans (min_le_left _ _)
  have d2 : integerDistance x ≤ |x - 2| := (min_le_right _ _).trans (min_le_right _ _)
  rw [a0] at d0
  rw [a2] at d2
  rcases le_total x 1 with h | h
  · -- weakly occupied orbital: the gap is x (1 - x)
    have a1 : |x - 1| = 1 - x := by
      rw [abs_of_nonpos (by linarith)]
      ring
    rw [a1] at d1
    rw [min_eq_left (by linarith : x ≤ 2 - x)]
    constructor
    · rcases le_total x (1 / 2) with k | k
      · nlinarith [mul_nonneg h0 (sub_nonneg.mpr k)]
      · nlinarith [mul_nonneg (sub_nonneg.mpr h) (sub_nonneg.mpr k)]
    · unfold integerDistance
      rw [a0, a1, a2]
      refine le_min ?_ (le_min ?_ ?_) <;> nlinarith [sq_nonneg x, sq_nonneg (x - 1)]
  · -- strongly occupied orbital: the gap is (2 - x) (x - 1)
    have a1 : |x - 1| = x - 1 := abs_of_nonneg (by linarith)
    rw [a1] at d1
    rw [min_eq_right (by linarith : 2 - x ≤ x)]
    constructor
    · rcases le_total x (3 / 2) with k | k
      · nlinarith [mul_nonneg (sub_nonneg.mpr h) (sub_nonneg.mpr k)]
      · nlinarith [mul_nonneg (sub_nonneg.mpr h2) (sub_nonneg.mpr k)]
    · unfold integerDistance
      rw [a0, a1, a2]
      refine le_min ?_ (le_min ?_ ?_) <;> nlinarith [sq_nonneg (x - 2), sq_nonneg (x - 1)]
```

## Agreement only at 0, 1 and 2

Here `hpos` states that the gap terms are nonnegative, which is where the range condition enters: outside the range, negative terms could cancel positive ones. `Finset.sum_eq_zero_iff_of_nonneg` then turns the vanishing sum into a vanishing product for each orbital. The four cases come from two factors and two branches of the minimum.

```lean
/-- For natural occupations in `[0, 2]`, the Takatsuka and Head-Gordon counts agree
exactly when every occupation is 0, 1 or 2. -/
theorem counts_agree_iff (n : ι → ℝ) (hn : ∀ i, 0 ≤ n i ∧ n i ≤ 2) :
    takatsuka n = headGordon n ↔ ∀ i, n i = 0 ∨ n i = 1 ∨ n i = 2 := by
  have hpos : ∀ i ∈ (Finset.univ : Finset ι),
      0 ≤ min (n i) (2 - n i) * (1 - min (n i) (2 - n i)) := by
    intro i _
    have hm : 0 ≤ min (n i) (2 - n i) := le_min (hn i).1 (by linarith [(hn i).2])
    have hl := min_le_left (n i) (2 - n i)
    have hr := min_le_right (n i) (2 - n i)
    exact mul_nonneg hm (by linarith)
  -- a sum of nonnegative gaps vanishes only if each gap does
  rw [← sub_eq_zero, takatsuka_sub_headGordon, Finset.sum_eq_zero_iff_of_nonneg hpos]
  constructor
  · intro h i
    have hi := h i (Finset.mem_univ i)
    rcases mul_eq_zero.mp hi with h' | h' <;>
      rcases min_choice (n i) (2 - n i) with k | k <;> rw [k] at h'
    · exact Or.inl h'
    · exact Or.inr (Or.inr (by linarith))
    · exact Or.inr (Or.inl (by linarith))
    · exact Or.inr (Or.inl (by linarith))
  · intro h i _
    rcases h i with k | k | k <;> rw [k] <;> norm_num
```

## How far the counts can differ

Adding the single-orbital bounds gives the comparison with the total distance $\sum_i d_i$.

```lean
/-- For occupations in `[0, 2]`, the difference of the two counts lies between half the total
distance of the occupations from the nearest integers and that total distance. -/
theorem gap_controls_integerDistance (n : ι → ℝ) (hn : ∀ i, 0 ≤ n i ∧ n i ≤ 2) :
    (∑ i, integerDistance (n i)) / 2 ≤ takatsuka n - headGordon n ∧
      takatsuka n - headGordon n ≤ ∑ i, integerDistance (n i) := by
  unfold takatsuka headGordon
  rw [← Finset.sum_sub_distrib, Finset.sum_div]
  exact ⟨Finset.sum_le_sum fun i _ => (orbital_gap_bounds (hn i).1 (hn i).2).1,
    Finset.sum_le_sum fun i _ => (orbital_gap_bounds (hn i).1 (hn i).2).2⟩
```

The quarter-electron bound has no range hypothesis, so it also covers approximate densities whose occupations stray slightly outside $[0,2]$. The equation `key` is the completed square, and the equality case again comes from a vanishing sum of nonnegative terms. At a fixed electron number, the maximum $M/4$ may be unattainable.

```lean
/-- The Takatsuka count exceeds the Head-Gordon count by at most a quarter of an electron per
orbital, and by exactly that much if and only if every occupation is 1/2 or 3/2. -/
theorem largest_gap (n : ι → ℝ) :
    takatsuka n - headGordon n ≤ (Fintype.card ι : ℝ) / 4 ∧
      (takatsuka n - headGordon n = (Fintype.card ι : ℝ) / 4 ↔
        ∀ i, n i = 1 / 2 ∨ n i = 3 / 2) := by
  -- complete the square in each orbital
  have key : (Fintype.card ι : ℝ) / 4 - (takatsuka n - headGordon n) =
      ∑ i, (min (n i) (2 - n i) - 1 / 2) ^ 2 := by
    have hc : (Fintype.card ι : ℝ) / 4 = ∑ _i : ι, (1 / 4 : ℝ) := by
      rw [Finset.sum_const, Finset.card_univ, nsmul_eq_mul]
      ring
    rw [hc, takatsuka_sub_headGordon, ← Finset.sum_sub_distrib]
    refine Finset.sum_congr rfl fun i _ => ?_
    ring
  have hsq : ∀ i ∈ (Finset.univ : Finset ι),
      0 ≤ (min (n i) (2 - n i) - 1 / 2) ^ 2 := fun i _ => sq_nonneg _
  refine ⟨by linarith [Finset.sum_nonneg hsq], ?_⟩
  rw [eq_comm, ← sub_eq_zero, key, Finset.sum_eq_zero_iff_of_nonneg hsq]
  constructor
  · intro h i
    have hi := pow_eq_zero_iff (two_ne_zero) |>.mp (h i (Finset.mem_univ i))
    rcases min_choice (n i) (2 - n i) with k | k <;> rw [k] at hi
    · exact Or.inl (by linarith)
    · exact Or.inr (by linarith)
  · intro h i _
    rcases h i with k | k <;> rw [k] <;> norm_num
```

The last theorem also holds for all real occupations. Its `key` is $2U-T=\sum_i m_i^2$, and `sq_sum_le_card_mul_sum_sq` is the Cauchy-Schwarz step. For $M>0$ it reads $T\le 2U-U^2/M$, which sharpens $T\le2U$ whenever $U\ne0$.

```lean
/-- For `M` orbitals, the Head-Gordon count `U` and the Takatsuka count `T` satisfy
`U² ≤ M (2U - T)`. -/
theorem headGordon_sq_le (n : ι → ℝ) :
    headGordon n ^ 2 ≤ (Fintype.card ι : ℝ) * (2 * headGordon n - takatsuka n) := by
  have key : 2 * headGordon n - takatsuka n = ∑ i, (min (n i) (2 - n i)) ^ 2 := by
    unfold takatsuka headGordon
    rw [Finset.mul_sum, ← Finset.sum_sub_distrib]
    refine Finset.sum_congr rfl fun i _ => ?_
    linear_combination -orbital_term (n i)
  -- Cauchy-Schwarz against the constant vector
  rw [key, ← Finset.card_univ]
  exact sq_sum_le_card_mul_sum_sq

end

end UnpairedElectronCounts
```

```lean
#print axioms UnpairedElectronCounts.counts_agree_iff
#print axioms UnpairedElectronCounts.gap_controls_integerDistance
#print axioms UnpairedElectronCounts.largest_gap
#print axioms UnpairedElectronCounts.headGordon_sq_le
```

```
'UnpairedElectronCounts.counts_agree_iff' depends on axioms: [propext, Classical.choice, Quot.sound]
'UnpairedElectronCounts.gap_controls_integerDistance' depends on axioms: [propext, Classical.choice, Quot.sound]
'UnpairedElectronCounts.largest_gap' depends on axioms: [propext, Classical.choice, Quot.sound]
'UnpairedElectronCounts.headGordon_sq_le' depends on axioms: [propext, Classical.choice, Quot.sound]
```
